# Without singles, the coupled-cluster doubles equations are at most quadratic for a two-body Hamiltonian

Let each state $i$ of a finite basis have an excitation rank $g(i)$, the number of electrons promoted out of a reference state $o$, with $g(o)=0$. Suppose that $H$ lowers the rank by at most 2 and that the cluster operator $T$ raises it by at least 2. Then for every doubly excited state $i$, $g(i)=2$,

$$\left(e^{-T}He^{T}\right)_{io}=\left(H+[H,T]+\tfrac12[[H,T],T]\right)_{io}.$$

The rule for $H$ stands for a two-body interaction, which replaces at most two occupied spin orbitals at a time. The rule for $T$ says that single excitations are absent; a $T$ made of doubles only, which raises the rank by exactly 2, satisfies it. In a finite basis with these rank rules, the doubles residual that a coupled-cluster solver drives to zero is therefore a polynomial of degree at most two in the amplitudes.

## Counting ranks in the expansion

Say that $A$ shifts the rank by at least $r$ if $A_{ij}\neq0$ implies $g(i)\ge g(j)+r$. If $B$ shifts it by at least $s$, then a nonzero $(AB)_{ij}=\sum_k A_{ik}B_{kj}$ has a nonzero term, for which $g(i)\ge g(k)+r\ge g(j)+s+r$. These lower bounds thus add under multiplication, and if $T$ shifts by at least $d$, then $T^k$ shifts by at least $kd$.

Let $d\ge1$. Ranks in a finite basis have a maximum, so $T^k=0$ once $k$ exceeds it. The same holds for $-T$, both exponentials are finite sums, and

$$e^{-T}He^{T}=\sum_{a,b}\frac{(-T)^aHT^b}{a!\,b!}.$$

If $H$ shifts by at least $r$, the $(a,b)$ term has a nonzero $ij$ element only if $g(i)\ge g(j)+r+(a+b)d$. Whenever

$$g(i)<g(j)+r+Nd,$$

all terms with $a+b\ge N$ drop out of that element.

The remaining terms are grouped by $k=a+b$. Define $C_0=H$ and $C_{k+1}=[C_k,T]$, and write $L(X)=-TX$ and $R(X)=XT$. Then $[X,T]=(L+R)(X)$, and $L$ and $R$ commute because matrix multiplication is associative. The binomial theorem gives

$$\frac{C_k}{k!}=\frac{(L+R)^k(H)}{k!}=\sum_{a+b=k}\frac{(-T)^aHT^b}{a!\,b!}.$$

So the matrix element equals $\sum_{k<N}(C_k)_{ij}/k!$. For the doubles equations, $r=-2$, $d=2$, $g(j)=0$ and $g(i)=2$. The condition reads $2<-2+2N$, which $N=3$ satisfies, and the orders $k=0,1,2$ remain.

## Ranks and operators as matrices

The finite type `n` labels the basis states.

In Lean 4 with Mathlib:

```lean
import Mathlib

open Finset

namespace CoupledClusterDoubles

noncomputable section

variable {n : Type*} [Fintype n] [DecidableEq n]
```

The selection rule is a condition on nonzero matrix elements. The row index is the final state and the column index the initial one, so `A i o` is the component along `i` of $A$ acting on the reference. Ranks are natural numbers, while shifts are integers and may be negative.

```lean
/-- Every nonzero matrix element of `A` changes the excitation rank `g` by at least `r`;
a negative `r` allows lowering by at most `-r`. -/
def ShiftsAtLeast (g : n → ℕ) (r : ℤ) (A : Matrix n n ℂ) : Prop :=
  ∀ i j, A i j ≠ 0 → (g j : ℤ) + r ≤ g i
```

The commutator and its iteration fix the order of nesting: `nestedComm H T k` is $C_k$.

```lean
/-- The commutator of two operators. -/
def comm (A B : Matrix n n ℂ) : Matrix n n ℂ := A * B - B * A

/-- The `k`-fold nested commutator `[...[[H,T],T]...,T]`. -/
def nestedComm (H T : Matrix n n ℂ) : ℕ → Matrix n n ℂ
  | 0 => H
  | k + 1 => comm (nestedComm H T k) T
```

For a pair `p` $=(a,b)$, the next definition is the term $(-T)^aHT^b/(a!\,b!)$.

```lean
/-- The term of `exp(-T) H exp(T)` with `p.1` cluster operators to the left of `H`
and `p.2` to the right. -/
def orderedTerm (H T : Matrix n n ℂ) (p : ℕ × ℕ) : Matrix n n ℂ :=
  ((p.1.factorial : ℂ)⁻¹ * (p.2.factorial : ℂ)⁻¹) • ((-T) ^ p.1 * (H * T ^ p.2))
```

These matrices need not come from a Fock space. Antisymmetry, the amplitudes and the Hermiticity of $H$ play no part, and the rank rules are assumed, not derived from second-quantised operators.

## Products, powers and the finite exponential

The product lemma extracts an intermediate state `k` with a nonzero contribution and adds the two inequalities.

```lean
omit [DecidableEq n] in
/-- Lower bounds on the rank shift add when operators are multiplied. -/
theorem ShiftsAtLeast.mul {g : n → ℕ} {r s : ℤ} {A B : Matrix n n ℂ}
    (hA : ShiftsAtLeast g r A) (hB : ShiftsAtLeast g s B) :
    ShiftsAtLeast g (r + s) (A * B) := by
  intro i j h
  rw [Matrix.mul_apply] at h
  obtain ⟨k, _, hk⟩ := Finset.exists_ne_zero_of_sum_ne_zero h
  have h1 := hA i k (left_ne_zero_of_mul hk)
  have h2 := hB k j (right_ne_zero_of_mul hk)
  linarith
```

The power lemma is an induction; its base case is the identity matrix, whose nonzero elements are diagonal and leave the rank unchanged.

```lean
/-- If `A` shifts the rank by at least `d`, its `k`-th power shifts it by at least `k * d`. -/
theorem ShiftsAtLeast.pow {g : n → ℕ} {d : ℤ} {A : Matrix n n ℂ}
    (hA : ShiftsAtLeast g d A) (k : ℕ) : ShiftsAtLeast g (k * d) (A ^ k) := by
  induction k with
  | zero =>
    intro i j h
    by_cases hij : i = j
    · subst hij
      simp
    · exact absurd (by simp [hij]) h
  | succ k ih =>
    intro i j h
    rw [pow_succ] at h
    have h1 := ih.mul hA i j h
    push_cast
    linarith
```

`NormedSpace.exp` is the full exponential series. If all powers from the `M`-th on vanish, it reduces to a sum over `range M`, that is, $k=0,\dots,M-1$.

```lean
/-- If all powers of `T` from the `M`-th on vanish, its exponential is a finite sum. -/
theorem exp_eq_sum (T : Matrix n n ℂ) (M : ℕ) (h : ∀ k, M ≤ k → T ^ k = 0) :
    NormedSpace.exp T = ∑ k ∈ range M, (k.factorial : ℂ)⁻¹ • T ^ k := by
  rw [NormedSpace.exp_eq_tsum ℂ]
  exact tsum_eq_sum (fun k hk => by rw [h k (by simpa using hk), smul_zero])
```

## Nested commutators from the binomial theorem

In the next proof `key` writes $C_k$ as $(L+R)^k(H)$, and `hcomm` states that $L$ and $R$ commute. The binomial theorem `add_pow'` then produces a sum over `antidiagonal k`, the pairs with $a+b=k$. What remains is the identity $\binom{a+b}{a}/(a+b)!=1/(a!\,b!)$, which is `hcoef`.

```lean
/-- The nested commutator of order `k`, divided by `k!`, collects all ordered terms
with `k` cluster operators in total. -/
theorem nestedComm_eq_sum (H T : Matrix n n ℂ) (k : ℕ) :
    (k.factorial : ℂ)⁻¹ • nestedComm H T k = ∑ p ∈ antidiagonal k, orderedTerm H T p := by
  -- commutation with `T` is a sum of two commuting maps
  have key : nestedComm H T k =
      ((LinearMap.mulLeft ℂ (-T) + LinearMap.mulRight ℂ T) ^ k) H := by
    induction k with
    | zero => simp [nestedComm]
    | succ k ih =>
      rw [nestedComm, ih, pow_succ', Module.End.mul_apply, LinearMap.add_apply,
        LinearMap.mulLeft_apply, LinearMap.mulRight_apply, neg_mul, neg_add_eq_sub, comm]
  have hcomm : Commute (LinearMap.mulLeft ℂ (-T)) (LinearMap.mulRight ℂ T) := by
    rw [commute_iff_eq]
    exact LinearMap.ext fun X => (mul_assoc (-T) X T).symm
  rw [key, hcomm.add_pow' k, LinearMap.sum_apply,
    Finset.smul_sum]
  refine Finset.sum_congr rfl fun p hp => ?_
  obtain rfl : p.1 + p.2 = k := HasAntidiagonal.mem_antidiagonal.mp hp
  have h := Nat.choose_mul_factorial_mul_factorial (Nat.le_add_right p.1 p.2)
  rw [Nat.add_sub_cancel_left] at h
  have hc : ((p.1 + p.2).choose p.1 : ℂ) * (p.1.factorial : ℂ) * (p.2.factorial : ℂ)
      = ((p.1 + p.2).factorial : ℂ) := by exact_mod_cast h
  have h0 : ((p.1 + p.2).choose p.1 : ℂ) ≠ 0 :=
    Nat.cast_ne_zero.mpr (Nat.choose_pos (Nat.le_add_right p.1 p.2)).ne'
  have h1 : (p.1.factorial : ℂ) ≠ 0 := Nat.cast_ne_zero.mpr p.1.factorial_ne_zero
  have h2 : (p.2.factorial : ℂ) ≠ 0 := Nat.cast_ne_zero.mpr p.2.factorial_ne_zero
  have hcoef : ((p.1 + p.2).factorial : ℂ)⁻¹ * ((p.1 + p.2).choose p.1 : ℂ)
      = (p.1.factorial : ℂ)⁻¹ * (p.2.factorial : ℂ)⁻¹ := by
    rw [← hc]
    field_simp
  rw [LinearMap.smul_apply, Module.End.mul_apply, LinearMap.pow_mulLeft,
    LinearMap.pow_mulRight, LinearMap.mulLeft_apply, LinearMap.mulRight_apply,
    ← Nat.cast_smul_eq_nsmul ℂ, smul_smul, hcoef, orderedTerm]
```

## Truncation of a matrix element

The general theorem follows the derivation above. `hnil` shows that high powers vanish, `hexp` expands the transform into a double sum, and `hzero` removes the terms with $a+b\ge N$. The cutoff `M` exceeds both the largest rank and $N$, so the square of pairs summed over contains every pair with $a+b<N$. The last lines regroup these pairs by their total.

```lean
/-- If `H` shifts the rank by at least `r` and `T` by at least `d ≥ 1`, a matrix element of
`exp(-T) H exp(T)` contains only nested commutators of order below `N`, as soon as
`g i < g j + r + N d`. -/
theorem similarity_transform_truncates {g : n → ℕ} {r d : ℤ} {H T : Matrix n n ℂ}
    (hH : ShiftsAtLeast g r H) (hT : ShiftsAtLeast g d T) (hd : 1 ≤ d)
    {i j : n} (N : ℕ) (hN : (g i : ℤ) < g j + r + N * d) :
    (NormedSpace.exp (-T) * H * NormedSpace.exp T) i j =
      ∑ k ∈ range N, ((k.factorial : ℂ)⁻¹ • nestedComm H T k) i j := by
  have hT' : ShiftsAtLeast g d (-T) := fun a b h => hT a b (by simpa using h)
  obtain ⟨M, hM⟩ : ∃ M, M = univ.sup g + N + 1 := ⟨_, rfl⟩
  -- the rank is bounded, so high powers vanish
  have hnil : ∀ A : Matrix n n ℂ, ShiftsAtLeast g d A → ∀ k, M ≤ k → A ^ k = 0 := by
    intro A hA k hk
    ext a b
    by_contra h
    have h1 := hA.pow k a b h
    have h2 : g a ≤ univ.sup g := Finset.le_sup (mem_univ a)
    have h3 : (k : ℤ) ≤ k * d := le_mul_of_one_le_right (by positivity) hd
    omega
  have hexp : NormedSpace.exp (-T) * H * NormedSpace.exp T =
      ∑ p ∈ range M ×ˢ range M, orderedTerm H T p := by
    rw [exp_eq_sum T M (hnil T hT), exp_eq_sum (-T) M (hnil (-T) hT'),
      Finset.sum_product, mul_assoc, Finset.mul_sum, Finset.sum_mul_sum]
    refine Finset.sum_congr rfl fun a _ => Finset.sum_congr rfl fun b _ => ?_
    simp only [orderedTerm, Matrix.mul_smul, Matrix.smul_mul]
    module
  -- rank counting removes all terms with `N` or more cluster operators
  have hzero : ∀ p ∈ range M ×ˢ range M, orderedTerm H T p i j ≠ 0 → p.1 + p.2 < N := by
    intro p _ hp
    by_contra hlt
    have hne : ((-T) ^ p.1 * (H * T ^ p.2)) i j ≠ 0 := by
      intro h0
      exact hp (by rw [orderedTerm, Matrix.smul_apply, h0, smul_zero])
    have h1 := (hT'.pow p.1).mul (hH.mul (hT.pow p.2)) i j hne
    have h2 : (N : ℤ) ≤ p.1 + p.2 := by exact_mod_cast not_lt.mp hlt
    have h3 : (N : ℤ) * d ≤ (p.1 + p.2) * d :=
      mul_le_mul_of_nonneg_right h2 (by linarith)
    linarith
  rw [hexp, Matrix.sum_apply, ← Finset.sum_filter_of_ne hzero,
    ← Finset.sum_fiberwise_of_maps_to (t := range N) (g := fun p : ℕ × ℕ => p.1 + p.2)
      (fun p hp => mem_range.mpr (mem_filter.mp hp).2)]
  -- regroup by the total number of cluster operators
  refine Finset.sum_congr rfl fun k hk => ?_
  rw [nestedComm_eq_sum, Matrix.sum_apply]
  refine Finset.sum_congr ?_ fun _ _ => rfl
  have hk' := mem_range.mp hk
  ext p
  simp only [mem_filter, mem_product, mem_range, HasAntidiagonal.mem_antidiagonal]
  omega
```

## Doubles equations with and without singles

The quadratic formula is the case $N=3$, with the three nested commutators written out.

```lean
/-- If `H` lowers the rank by at most 2 and `T` raises it by at least 2, the doubles components
of `exp(-T) H exp(T)` on the reference `o` are those of `H + [H,T] + [[H,T],T]/2`. -/
theorem doubles_equations_quadratic {g : n → ℕ} {H T : Matrix n n ℂ}
    (hH : ShiftsAtLeast g (-2) H) (hT : ShiftsAtLeast g 2 T)
    {i o : n} (ho : g o = 0) (hi : g i = 2) :
    (NormedSpace.exp (-T) * H * NormedSpace.exp T) i o =
      (H + comm H T + (1 / 2 : ℂ) • comm (comm H T) T) i o := by
  rw [similarity_transform_truncates hH hT (by norm_num) 3 (by rw [ho, hi]; norm_num)]
  have h0 : nestedComm H T 0 = H := rfl
  have h1 : nestedComm H T 1 = comm H T := rfl
  have h2 : nestedComm H T 2 = comm (comm H T) T := rfl
  simp only [Finset.sum_range_succ, Finset.sum_range_zero, h0, h1, h2,
    Matrix.add_apply, Matrix.smul_apply, smul_eq_mul]
  norm_num [Nat.factorial]
```

If $T$ may also contain singles, then $d=1$, the condition becomes $2<-2+N$, and $N=5$ leaves terms up to fourth order.

```lean
/-- If `T` may also contain single excitations, the doubles components contain
nested commutators up to fourth order only. -/
theorem doubles_equations_quartic_with_singles {g : n → ℕ} {H T : Matrix n n ℂ}
    (hH : ShiftsAtLeast g (-2) H) (hT : ShiftsAtLeast g 1 T)
    {i o : n} (ho : g o = 0) (hi : g i = 2) :
    (NormedSpace.exp (-T) * H * NormedSpace.exp T) i o =
      ∑ k ∈ range 5, ((k.factorial : ℂ)⁻¹ • nestedComm H T k) i o :=
  similarity_transform_truncates hH hT le_rfl 5 (by rw [ho, hi]; norm_num)
```

This is a statement about doubles components. The familiar termination of the whole expansion at fourth order uses more than ranks, namely that the excitation operators commute and that a two-body $H$ offers only four operators to contract with. Rank counting alone would allow a fifth-order term in the triples components.

## A model in which the quadratic term contributes

Take three levels 0, 1 and 2 with ranks 0, 2 and 4. The operator $T$ climbs one level at a time, and $H$ takes level 2 to level 1. This $H$ is not Hermitian, so it is not a physical Hamiltonian; adding the reverse element, from level 1 to level 2, would make it Hermitian and change neither the rank rules nor the two values computed below.

```lean
/-- Ranks of a three-level model: reference, double and quadruple excitation. -/
def modelRank : Fin 3 → ℕ := ![0, 2, 4]

/-- A model operator that takes the quadruple excitation to the double excitation. -/
def modelH : Matrix (Fin 3) (Fin 3) ℂ := !![0, 0, 0; 0, 0, 1; 0, 0, 0]

/-- A model cluster operator that climbs the three levels in steps of two ranks. -/
def modelT : Matrix (Fin 3) (Fin 3) ℂ := !![0, 0, 0; 1, 0, 0; 0, 1, 0]
```

Two applications of $T$ carry the reference to level 2, and $H$ brings it back to level 1, so $\tfrac12HT^2$ contributes $\tfrac12$ to the doubles component. The other terms contribute nothing there. The linearised expression $H+[H,T]$ gives 0, so the general formula would fail without its quadratic term.

```lean
/-- The three-level model obeys both rank rules; its doubles component is `1/2`,
while that of `H + [H,T]` is zero. -/
theorem quadratic_term_needed_witness :
    ShiftsAtLeast modelRank (-2) modelH ∧ ShiftsAtLeast modelRank 2 modelT ∧
    (NormedSpace.exp (-modelT) * modelH * NormedSpace.exp modelT) 1 0 = 1 / 2 ∧
    (modelH + comm modelH modelT) 1 0 = 0 := by
  have hH : ShiftsAtLeast modelRank (-2) modelH := by
    intro i j
    fin_cases i <;> fin_cases j <;> simp [modelH, modelRank]
  have hT : ShiftsAtLeast modelRank 2 modelT := by
    intro i j
    fin_cases i <;> fin_cases j <;> simp [modelT, modelRank]
  refine ⟨hH, hT, ?_, ?_⟩
  · rw [doubles_equations_quadratic hH hT rfl rfl]
    simp [comm, modelH, modelT]
  · simp [comm, modelH, modelT]

end

end CoupledClusterDoubles
```

The proof checks the rank rules element by element, then replaces the exponentials by the quadratic formula and multiplies out the matrices.

```lean
#print axioms CoupledClusterDoubles.doubles_equations_quadratic
-- 'CoupledClusterDoubles.doubles_equations_quadratic' depends on axioms: [propext, Classical.choice, Quot.sound]
#print axioms CoupledClusterDoubles.doubles_equations_quartic_with_singles
-- 'CoupledClusterDoubles.doubles_equations_quartic_with_singles' depends on axioms: [propext, Classical.choice, Quot.sound]
```
